# An open matrix product state with D×D tensors has Schmidt rank at most D across every cut

Q: I have a chain of twenty spins-1/2 whose state is stored as a matrix product state with bond dimension $D = 50$. If I cut the chain in the middle, each half has $2^{10} = 1024$ configurations, so a general state could have 1024 Schmidt terms. I am told that mine has at most 50, whatever numbers are in the tensors. Why?

A: Because the two halves communicate only through one index with $D$ values. Number the sites $0, \dots, N-1$, let each site have $d$ local states, and write the amplitude of a string $u$ as

$$\psi(u) = l^T A_0^{(u_0)} A_1^{(u_1)} \cdots A_{N-1}^{(u_{N-1})}\, r ,$$

where each $A_i^{(u_i)}$ is a complex $D\times D$ matrix and $l$, $r$ are boundary vectors. Cut the chain into $k$ sites on the left and $m$ on the right, $N = k+m$, and write $u = (s,t)$, with $s$ the left string and $t$ the right one. Group the product at the cut:

$$L_{s,a} = \bigl(l^T A_0^{(s_0)} \cdots A_{k-1}^{(s_{k-1})}\bigr)_a, \qquad R_{a,t} = \bigl(A_k^{(t_0)} \cdots A_{k+m-1}^{(t_{m-1})}\, r\bigr)_a .$$

An empty block contributes the identity matrix. The amplitudes, arranged as a matrix $M$, are then

$$M_{s,t} = \psi(s,t) = \sum_{a} L_{s,a} R_{a,t}, \qquad M = LR .$$

Each column of $M$ is a linear combination of the $D$ columns of $L$, with coefficients $R_{a,t}$. The column space therefore has dimension at most $D$, and so $\operatorname{rank} M \le D$. The rank of $M$ is the number of non-zero singular values, which is the Schmidt rank.

Q: I accept the algebra. What I doubt is that a formal version talks about the same objects. What is a "site" there, and what is a "state"?

A: The local basis is a type `σ`, and `D`, `k` and `m` are natural numbers.

```lean
import Mathlib

open Matrix

namespace MPSCutRank

noncomputable section

variable {σ : Type*} {D k m : ℕ}
```

A string on $N$ sites is a function `Fin N → σ`, and a state is a function from strings to ℂ, that is, its list of amplitudes in the product basis. The MPS amplitude is the formula above, with the ordered product taken over a list. Lean numbers the sites from 0, as I did.

```lean
/-- The amplitude `lᵀ A_0^(s_0) ⋯ A_(N-1)^(s_(N-1)) r` of an open matrix product state with
site-dependent tensors. -/
def mpsAmplitude {N : ℕ} (A : Fin N → σ → Matrix (Fin D) (Fin D) ℂ) (l r : Fin D → ℂ)
    (s : Fin N → σ) : ℂ :=
  l ⬝ᵥ ((List.ofFn fun i => A i (s i)).prod *ᵥ r)
```

The tensors `A i` may differ from site to site, so translation invariance is not assumed. The product `⬝ᵥ` is bilinear, so `l` enters without complex conjugation. Nothing is normalised, which is harmless because a non-zero factor does not change a rank.

Q: And the cut? My chain has a fixed length $N$, but I see `k + m` in the types.

A: For a chain of $N$ sites, take any $k \le N$ and set $m = N-k$. Since the two rank bounds below hold for all `k` and `m`, this reaches every cut, including the two trivial ones with an empty block. `Fin.append s t` is the concatenated string.

```lean
/-- The amplitudes of a state on `k + m` sites, arranged as a matrix with the left string
as row index and the right string as column index. -/
def cutMatrix (k m : ℕ) (ψ : (Fin (k + m) → σ) → ℂ) :
    Matrix (Fin k → σ) (Fin m → σ) ℂ :=
  Matrix.of fun s t => ψ (Fin.append s t)
```

The matrices $L$ and $R$ are defined next, each for a block with its own tensors.

```lean
/-- The left boundary vector contracted with the tensors of a block, for each string. -/
def leftEnv (A : Fin k → σ → Matrix (Fin D) (Fin D) ℂ) (l : Fin D → ℂ) :
    Matrix (Fin k → σ) (Fin D) ℂ :=
  Matrix.of fun s a => (l ᵥ* (List.ofFn fun i => A i (s i)).prod) a

/-- The tensors of a block contracted with the right boundary vector, for each string. -/
def rightEnv (A : Fin m → σ → Matrix (Fin D) (Fin D) ℂ) (r : Fin D → ℂ) :
    Matrix (Fin D) (Fin m → σ) ℂ :=
  Matrix.of fun a t => ((List.ofFn fun i => A i (t i)).prod *ᵥ r) a
```

Q: I usually speak of the reduced density matrix, not of a matrix of amplitudes.

A: It is there too, obtained by summing over the right strings:

$$\rho_{s,s'} = \sum_t \psi(s,t)\,\overline{\psi(s',t)} .$$

```lean
/-- The unnormalised reduced density matrix of the left `k` sites, obtained by summing over
the strings of the right `m` sites. -/
def reducedDensity [Fintype σ] (k m : ℕ) (ψ : (Fin (k + m) → σ) → ℂ) :
    Matrix (Fin k → σ) (Fin k → σ) ℂ :=
  Matrix.of fun s s' => ∑ t : Fin m → σ, ψ (Fin.append s t) * star (ψ (Fin.append s' t))
```

For a non-zero state, the density matrix with trace one is $\rho/\langle\psi|\psi\rangle$, which has the same rank.

Q: Then show me where the product is split. That is the whole physical content.

A: It is this identity, $M = LR$.

```lean
/-- Cutting one bond factorises the amplitude matrix of an MPS into its left and right
environments, joined by the bond index. -/
theorem cutMatrix_mps (A : Fin (k + m) → σ → Matrix (Fin D) (Fin D) ℂ) (l r : Fin D → ℂ) :
    cutMatrix k m (mpsAmplitude A l r) =
      leftEnv (fun i => A (Fin.castAdd m i)) l * rightEnv (fun j => A (Fin.natAdd k j)) r := by
  ext s t
  -- split the ordered product of tensors at the cut
  simp only [cutMatrix, mpsAmplitude, Matrix.of_apply]
  rw [List.ofFn_add, List.prod_append]
  have hl : ∀ (h : k ≤ k + m) (i : Fin k), Fin.append s t (Fin.castLE h i) = s i :=
    fun _ i => Fin.append_left s t i
  simp only [hl, Fin.append_right]
  rw [← Matrix.mulVec_mulVec, Matrix.dotProduct_mulVec]
  rfl
```

`Fin.castAdd m` picks out the tensors of the first $k$ sites and `Fin.natAdd k` those of the last $m$. In the proof, `List.ofFn_add` and `List.prod_append` break the ordered product into a left factor $X$ and a right factor $Y$. The lines with `hl` and `Fin.append_right` say that the concatenated string reads $s$ on the left and $t$ on the right. The last rewrite turns $l\cdot(XY)r$ into $(l^T X)\cdot(Y r)$, which is the sum over the bond index $a$.

The bound takes two further inequalities: the rank of a product is at most that of its left factor, and the rank of a matrix is at most its number of columns.

```lean
/-- At any cut, the matrix of amplitudes of an open MPS with `D × D` tensors has rank at
most `D`. -/
theorem rank_cutMatrix_le [Fintype σ] (A : Fin (k + m) → σ → Matrix (Fin D) (Fin D) ℂ)
    (l r : Fin D → ℂ) : (cutMatrix k m (mpsAmplitude A l r)).rank ≤ D := by
  rw [cutMatrix_mps]
  exact (Matrix.rank_mul_le_left _ _).trans
    ((Matrix.rank_le_card_width _).trans_eq (Fintype.card_fin D))
```

Here `σ` has to be finite, so a bosonic mode must be truncated before the theorem applies to it. The bond dimension is also uniform. If your tensors have varying sizes, you can pad them with zeros up to the largest one, and the theorem then gives that largest size as the bound at every cut.

For the density matrix, $\rho = MM^\dagger$, so its columns are combinations of the columns of $M$.

```lean
/-- The reduced density matrix of the left block of an open MPS with `D × D` tensors has
rank at most `D`. -/
theorem rank_reducedDensity_le [Fintype σ]
    (A : Fin (k + m) → σ → Matrix (Fin D) (Fin D) ℂ) (l r : Fin D → ℂ) :
    (reducedDensity k m (mpsAmplitude A l r)).rank ≤ D := by
  -- the reduced density matrix is the cut matrix times its adjoint
  have h : reducedDensity k m (mpsAmplitude A l r) =
      cutMatrix k m (mpsAmplitude A l r) * (cutMatrix k m (mpsAmplitude A l r))ᴴ := by
    ext s s'
    simp [reducedDensity, cutMatrix, Matrix.mul_apply]
  rw [h]
  exact (Matrix.rank_mul_le_left _ _).trans (rank_cutMatrix_le A l r)
```

The hypothesis `h` inside this proof is the equation $\rho = MM^\dagger$, checked entry by entry; the rest is the previous theorem.

Q: You keep saying "open". Does it matter? I also use rings.

A: It does, but what counts is the form of the MPS, not the shape of the system: if you store the state of a ring as an open MPS, the bound holds as before. In a periodic MPS the amplitude is instead the trace of the product of tensors, and cutting it into two blocks severs two bonds. Take two sites and $D = 2$, and label the four local states by pairs $(i,j)$ with $i,j \in \{0,1\}$. Let $E_{ij}$ be the matrix with a single 1 in row $i$, column $j$, and set $A_0^{(i,j)} = E_{ij}$ and $A_1^{(p,q)} = E_{qp}$. Then

$$\operatorname{tr}\bigl(E_{ij}E_{qp}\bigr) = \delta_{jq}\,\delta_{ip},$$

so the matrix of amplitudes is the $4\times4$ identity, with rank $4 = D^2$ instead of at most 2.

Q: So for open chains I get an upper bound on entanglement. Can I turn it round and learn how large $D$ has to be?

A: Yes, for a state whose rank you know. Suppose that site $i$ in the left half forms the maximally entangled pair $d^{-1/2}\sum_a |a\rangle|a\rangle$ with site $k+i$ in the right half, for each $i = 0,\dots,k-1$. The amplitudes are $\psi(s,t) = c\,\delta_{s,t}$, with $|c| = d^{-k/2}$ if the state is normalised. Then $M = c\,\mathbb 1$ is a matrix of size $d^k$ with full rank, and the bound gives $d^k \le D$.

```lean
/-- If the amplitudes of an open MPS on `k + k` sites equal a constant `c ≠ 0` when the left and
right strings agree, and vanish otherwise, then its bond dimension `D` is at least `d ^ k`, with `d`
the local dimension. -/
theorem bond_dimension_of_paired_sites [Fintype σ] [DecidableEq σ]
    (A : Fin (k + k) → σ → Matrix (Fin D) (Fin D) ℂ) (l r : Fin D → ℂ) {c : ℂ} (hc : c ≠ 0)
    (h : ∀ s t : Fin k → σ, mpsAmplitude A l r (Fin.append s t) = if s = t then c else 0) :
    Fintype.card σ ^ k ≤ D := by
  -- the cut matrix is `c` times the identity, hence of full rank
  have h1 : cutMatrix k k (mpsAmplitude A l r) = c • (1 : Matrix (Fin k → σ) (Fin k → σ) ℂ) := by
    ext s t
    simp [cutMatrix, h, Matrix.one_apply]
  have h2 : cutMatrix k k (mpsAmplitude A l r) *
      (c⁻¹ • (1 : Matrix (Fin k → σ) (Fin k → σ) ℂ)) = 1 := by
    rw [h1, Matrix.smul_mul, Matrix.one_mul, smul_smul, mul_inv_cancel₀ hc, one_smul]
  have h3 := Matrix.rank_mul_le_left (cutMatrix k k (mpsAmplitude A l r))
    (c⁻¹ • (1 : Matrix (Fin k → σ) (Fin k → σ) ℂ))
  rw [h2, Matrix.rank_one] at h3
  have h4 : Fintype.card (Fin k → σ) = Fintype.card σ ^ k := by simp
  rw [← h4]
  exact h3.trans (rank_cutMatrix_le A l r)
```

The hypothesis `h` fixes the pattern of amplitudes: equal strings have the common amplitude `c`, and all others have amplitude zero. Perfect correlation of outcomes between partners would not be enough: the GHZ state discussed below has it too, and needs only $D = d$ however long the chain is. In the proof, `h1` is $M = c\,\mathbb 1$ and `h2` exhibits $c^{-1}\mathbb 1$ as an inverse. From this, `h3` obtains that the rank is at least the number of left strings, which `h4` counts as $d^k$.

For $d \ge 1$, the condition `hc` says that the state is not the zero vector. Without it the conclusion fails: for $k=1$, $d=2$, $D=1$ and $l=0$, all amplitudes vanish and the pattern holds with $c=0$, yet $2 \le 1$ is false.

Q: What does that mean for a density matrix renormalisation group (DMRG) run?

A: That the order of the sites can decide the cost. For ten such pairs of qubits, with all left partners placed before all right partners, an exact open MPS needs $D \ge 1024$. If each site is placed next to its partner, $D = 2$ is enough, because no cut separates more than one pair. The same consideration appears when orbitals are ordered along a chain in electronic-structure DMRG, where one also accepts a truncation error. The theorem concerns exact representation and doesn't say how well a smaller $D$ approximates the state.

Q: Perhaps the bound is always loose, and the true rank is smaller than $D$.

A: Not always. Let the local dimension equal $D$ and let the tensor for label $a$ be the projector $P_a$ onto the bond basis state $a$.

```lean
/-- The copy tensor: physical label `a` projects the bond onto its basis state `a`. -/
def copyTensor (D : ℕ) (a : Fin D) : Matrix (Fin D) (Fin D) ℂ :=
  Matrix.diagonal (Pi.single a 1)
```

Take all-ones boundary vectors. A product of projectors with different labels vanishes, so the amplitude is 1 if all labels agree and 0 otherwise. This is a $D$-level GHZ state; for $D \ge 1$ its non-zero amplitudes become $1/\sqrt D$ after normalisation. On a constant string, $P_a^n = P_a$ for $n \ge 1$, which is the next lemma. It proves $P_a^2 = P_a$ and then uses induction on the number of sites.

```lean
/-- A non-empty row of copy tensors with the same physical label multiplies to a single one. -/
theorem copyTensor_prod (a : Fin D) (n : ℕ) :
    (List.ofFn fun _ : Fin (n + 1) => copyTensor D a).prod = copyTensor D a := by
  have hid : copyTensor D a * copyTensor D a = copyTensor D a := by
    unfold copyTensor
    rw [Matrix.diagonal_mul_diagonal]
    congr 1
    ext i
    by_cases hi : i = a <;> simp [hi]
  rw [List.ofFn_const, List.prod_replicate]
  induction n with
  | zero => simp
  | succ n ih => rw [pow_succ, ih, hid]
```

It follows that $L_{(a,\dots,a),i} = \delta_{ai}$ and $R_{i,(b,\dots,b)} = \delta_{ib}$, hence

$$M_{(a,\dots,a),(b,\dots,b)} = \sum_i \delta_{ai}\delta_{ib} = \delta_{ab} .$$

The matrix $M$ contains a $D\times D$ identity block, so its rank is at least $D$, and the general bound gives the other inequality.

```lean
/-- The bound is sharp: the MPS built from copy tensors, with all-ones boundary vectors, has
cut rank exactly `D` at every cut with at least one site on each side. -/
theorem rank_cutMatrix_copy (D k m : ℕ) :
    (cutMatrix (k + 1) (m + 1)
      (mpsAmplitude (fun _ => copyTensor D) (fun _ => 1) (fun _ => 1))).rank = D := by
  apply le_antisymm (rank_cutMatrix_le _ _ _)
  set M := cutMatrix (k + 1) (m + 1)
    (mpsAmplitude (fun _ => copyTensor D) (fun _ => 1) (fun _ => 1)) with hM
  -- on constant strings the amplitudes form the identity matrix
  have h : ∀ a b : Fin D, M (fun _ => a) (fun _ => b) = (1 : Matrix (Fin D) (Fin D) ℂ) a b := by
    intro a b
    rw [hM, cutMatrix_mps]
    simp only [Matrix.mul_apply, leftEnv, rightEnv, Matrix.of_apply, copyTensor_prod]
    rcases eq_or_ne a b with rfl | hab
    · simp [copyTensor, Matrix.vecMul_diagonal, Matrix.mulVec_diagonal, Pi.single_apply]
    · simp [copyTensor, Matrix.vecMul_diagonal, Matrix.mulVec_diagonal, Pi.single_apply,
        hab, hab.symm]
  -- select these rows and columns by multiplication from both sides
  let P : Matrix (Fin D) (Fin (k + 1) → Fin D) ℂ :=
    Matrix.of fun a s => if s = (fun _ => a) then 1 else 0
  let Q : Matrix (Fin (m + 1) → Fin D) (Fin D) ℂ :=
    Matrix.of fun t b => if t = (fun _ => b) then 1 else 0
  have hPQ : P * M * Q = 1 := by
    ext a b
    rw [← h a b]
    simp only [P, Q, Matrix.mul_apply, Matrix.of_apply, ite_mul, one_mul, zero_mul,
      mul_ite, mul_one, mul_zero, Finset.sum_ite_eq', Finset.mem_univ, if_true]
  calc D = (P * M * Q).rank := by rw [hPQ, Matrix.rank_one, Fintype.card_fin]
    _ ≤ (P * M).rank := Matrix.rank_mul_le_left _ _
    _ ≤ M.rank := Matrix.rank_mul_le_right _ _

end

end MPSCutRank
```

The blocks have `k + 1` and `m + 1` sites, so neither is empty. With an empty left block $M$ has a single row, and the rank could not reach $D$ for $D \ge 2$. In the proof, `h` is the computation of $\delta_{ab}$ above. The matrices `P` and `Q` select the constant strings as rows and columns, so that `hPQ` reads $PMQ = \mathbb 1$. Multiplication cannot raise the rank, and the final `calc` chain concludes $D \le \operatorname{rank} M$.

```lean
#print axioms MPSCutRank.rank_cutMatrix_le
#print axioms MPSCutRank.rank_reducedDensity_le
#print axioms MPSCutRank.bond_dimension_of_paired_sites
#print axioms MPSCutRank.rank_cutMatrix_copy
```

```
'MPSCutRank.rank_cutMatrix_le' depends on axioms: [propext, Classical.choice, Quot.sound]
'MPSCutRank.rank_reducedDensity_le' depends on axioms: [propext, Classical.choice, Quot.sound]
'MPSCutRank.bond_dimension_of_paired_sites' depends on axioms: [propext, Classical.choice, Quot.sound]
'MPSCutRank.rank_cutMatrix_copy' depends on axioms: [propext, Classical.choice, Quot.sound]
```

Q: How would I see the bound in my own code?

A: For a short chain, contract the MPS to a full array `psi` with one axis of length `d` per site, in chain order. In NumPy, `psi.reshape(d**k, d**m)` is the cut matrix, and a singular value decomposition shows at most $D$ singular values above rounding error.

For a long chain you never build $M$. You use the factorisation: a QR decomposition of the left environment gives $L = Q_1 F$, and one of $R^\dagger$ gives $R = G Q_2^\dagger$, where $Q_1$ and $Q_2$ have orthonormal columns. Then $M = Q_1 (FG) Q_2^\dagger$, and for a normalised state the non-zero Schmidt coefficients are the non-zero singular values of $FG$, which is at most $D\times D$. In practice the two decompositions are done site by site, which brings the MPS into canonical form around the cut.

Q: And if I find rank at most $D$ at every cut of some state, is it an MPS with bond dimension $D$?

A: Yes: successive singular value decompositions, starting from one end of the chain, build such an MPS. This converse is not among the theorems here. They start from a given MPS and bound its rank.
